# Fejér damping keeps the Chebyshev Kubo-Greenwood conductivity nonnegative for energies in [-1,1]

Take two levels at $-e$ and $e$, with $0<e<1$, and a velocity matrix whose only nonzero elements connect them, both equal to 1. For non-interacting electrons at zero temperature, the static longitudinal Kubo-Greenwood conductivity at Fermi energy $E$ is, up to positive prefactors, the sum of $|v_{ij}|^2\,\delta(E-\varepsilon_i)\,\delta(E-\varepsilon_j)$ over pairs of levels. Now replace each delta function by a Chebyshev expansion cut off after two moments, which is $K(x,y)=1+2xy$ apart from a positive weight. At $E=e$ the result is

$$2\,K(e,-e)\,K(e,e)=2(1-2e^2)(1+2e^2)=2(1-4e^4),$$

which is negative for $e>1/\sqrt2$. If the term $2xy$ is halved, the kernel becomes $1+xy$. This is nonnegative for $x,y\in[-1,1]$, and the conductivity becomes $2(1-e^4)\ge 0$. For $N$ moments, multiplying the $n$-th Chebyshev term by $1-n/N$ also keeps the kernel nonnegative; for $N=2$ and $n=1$ this is the factor $1/2$ used here.

## Kernel, damping and conductivity

```lean
import Mathlib

namespace KuboGreenwoodKernel

noncomputable section

/-- The Chebyshev kernel with `N ≥ 1` moments and damping factors `g n`. Apart from a weight that is
left out, it replaces the delta function between the energies `x` and `y`. -/
def kernel (g : ℕ → ℝ) (N : ℕ) (x y : ℝ) : ℝ :=
  1 + 2 * ∑ n ∈ Finset.Ico 1 N, g n *
    ((Polynomial.Chebyshev.T ℝ (n : ℤ)).eval x * (Polynomial.Chebyshev.T ℝ (n : ℤ)).eval y)
```

In ordinary notation, with damping factors $g_n$ and Chebyshev polynomials $T_n$,
$$K(x,y)=1+2\sum_{n=1}^{N-1} g_n\,T_n(x)\,T_n(y).$$
`Finset.Ico 1 N` is the range $1\le n<N$. The weight $1/(\pi\sqrt{1-E^2})$ of the delta expansion is left out; it is positive for $|E|<1$.

```lean
/-- The Fejér damping factors `1 - n/N`, for `N ≥ 1`. -/
def fejer (N n : ℕ) : ℝ := 1 - (n : ℝ) / N
```

These are the Fejér factors $g_n=1-n/N$. Without damping, the factors are `fun _ => 1`, the function that is 1 for every $n$.

```lean
/-- The Kubo-Greenwood trace `Tr[v K(E,H) v K(E,H)]`, without prefactors, in the eigenbasis
of a Hamiltonian `H` with levels `ε i`. -/
def conductivity {ι : Type*} [Fintype ι] [DecidableEq ι] (K : ℝ → ℝ → ℝ)
    (v : Matrix ι ι ℂ) (ε : ι → ℝ) (E : ℝ) : ℂ :=
  Matrix.trace (v * Matrix.diagonal (fun i => (K E (ε i) : ℂ)) *
    (v * Matrix.diagonal (fun i => (K E (ε i) : ℂ))))
```

The index type `ι` labels finitely many levels $\varepsilon_i$. In the eigenbasis of $H$ the smeared delta function $K(E,H)$ is diagonal, with entries $K(E,\varepsilon_i)$, and the conductivity is $\mathrm{Tr}[v\,K(E,H)\,v\,K(E,H)]$. This formula is taken as the definition, not derived from linear response. Energies are dimensionless, with the spectrum rescaled.

```lean
/-- A velocity matrix that only connects two different levels. -/
def interlevel : Matrix (Fin 2) (Fin 2) ℂ := !![0, 1; 1, 0]
```

This is the velocity matrix of the opening example. Lean numbers its two levels 0 and 1.

## Why the damped kernel is nonnegative

```lean
/-- At the energy `cos θ` the Chebyshev polynomial `T_n` equals `cos (n θ)`. -/
theorem chebyshev_cos (n : ℕ) (θ : ℝ) :
    (Polynomial.Chebyshev.T ℝ (n : ℤ)).eval (Real.cos θ) = Real.cos (n * θ) := by
  rw [Polynomial.Chebyshev.T_real_cos, Int.cast_natCast]
```

A Lean theorem lists its variables and hypotheses, then the statement after the colon, then the proof after `:= by`. This one says $T_n(\cos\theta)=\cos n\theta$, which turns the kernel into a cosine sum.

```lean
/-- For `N ≥ 1` the Fejér-weighted cosine sum is a sum of two squares. -/
theorem fejer_sum_eq_squares (N : ℕ) (hN : 1 ≤ N) (t : ℝ) :
    (N : ℝ) + 2 * ∑ n ∈ Finset.Ico 1 N, ((N : ℝ) - n) * Real.cos (n * t) =
      (∑ k ∈ Finset.range N, Real.cos (k * t)) ^ 2 +
      (∑ k ∈ Finset.range N, Real.sin (k * t)) ^ 2 := by
  induction N, hN using Nat.le_induction with
  | base => simp
  | succ N hN ih =>
    -- the cross terms of the new square, counted backwards
    have hr : ∑ k ∈ Finset.range N, (Real.cos (N * t) * Real.cos (k * t) +
        Real.sin (N * t) * Real.sin (k * t)) =
        ∑ n ∈ Finset.Ico 1 (N + 1), Real.cos (n * t) := by
      apply Finset.sum_nbij' (fun k => N - k) (fun n => N - n)
      · intro a ha
        simp only [Finset.mem_range, Finset.mem_Ico] at ha ⊢
        omega
      · intro a ha
        simp only [Finset.mem_range, Finset.mem_Ico] at ha ⊢
        omega
      · intro a ha
        simp only [Finset.mem_range] at ha ⊢
        omega
      · intro a ha
        simp only [Finset.mem_Ico] at ha ⊢
        omega
      · intro a ha
        have h : a ≤ N := (Finset.mem_range.mp ha).le
        simp only [Nat.cast_sub h, sub_mul, Real.cos_sub]
    rw [Finset.sum_add_distrib, ← Finset.mul_sum, ← Finset.mul_sum,
      Finset.sum_Ico_succ_top hN] at hr
    have hs : ∑ n ∈ Finset.Ico 1 N, ((N : ℝ) + 1 - n) * Real.cos (n * t) =
        ∑ n ∈ Finset.Ico 1 N, ((N : ℝ) - n) * Real.cos (n * t) +
        ∑ n ∈ Finset.Ico 1 N, Real.cos (n * t) := by
      rw [← Finset.sum_add_distrib]
      exact Finset.sum_congr rfl (fun n _ => by ring)
    rw [Finset.sum_Ico_succ_top hN, Finset.sum_range_succ, Finset.sum_range_succ]
    push_cast
    rw [hs]
    linear_combination ih - 2 * hr - Real.sin_sq_add_cos_sq (N * t)
```

Write $C_N=\sum_{k=0}^{N-1}\cos kt$ and $S_N=\sum_{k=0}^{N-1}\sin kt$. The statement is
$$F_N(t):=N+2\sum_{n=1}^{N-1}(N-n)\cos nt=C_N^2+S_N^2 .$$
By hand, use induction. For $N=1$ both sides are 1. Going from $N$ to $N+1$, the right side grows by
$$2\sum_{k=0}^{N-1}(\cos Nt\cos kt+\sin Nt\sin kt)+1=2\sum_{k=0}^{N-1}\cos\big((N-k)t\big)+1=2\sum_{n=1}^{N}\cos nt+1 .$$
On the left, each weight $N-n$ rises by one, a new term $2\cos Nt$ appears and the constant grows by 1, which is the same increase.

In the code, `hr` is the recounting $n=N-k$ and `hs` splits off the increase of the weights. The final `linear_combination` checks that the goal follows by adding the named equations with the given coefficients.

```lean
/-- For `N ≥ 1` the Fejér-damped kernel is nonnegative for all energies in `[-1,1]`. -/
theorem kernel_nonneg (N : ℕ) (hN : 1 ≤ N) {x y : ℝ}
    (hx : x ∈ Set.Icc (-1 : ℝ) 1) (hy : y ∈ Set.Icc (-1 : ℝ) 1) :
    0 ≤ kernel (fejer N) N x y := by
  obtain ⟨a, rfl⟩ : ∃ a, Real.cos a = x := ⟨_, Real.cos_arccos hx.1 hx.2⟩
  obtain ⟨b, rfl⟩ : ∃ b, Real.cos b = y := ⟨_, Real.cos_arccos hy.1 hy.2⟩
  have hpos : (0 : ℝ) < N := by exact_mod_cast hN
  -- products of cosines split into the angles a + b and a - b
  have hsum : ∑ n ∈ Finset.Ico 1 N, ((N : ℝ) - n) * Real.cos (n * (a + b)) +
      ∑ n ∈ Finset.Ico 1 N, ((N : ℝ) - n) * Real.cos (n * (a - b)) =
      2 * N * ∑ n ∈ Finset.Ico 1 N, fejer N n *
        ((Polynomial.Chebyshev.T ℝ (n : ℤ)).eval (Real.cos a) *
          (Polynomial.Chebyshev.T ℝ (n : ℤ)).eval (Real.cos b)) := by
    rw [← Finset.sum_add_distrib, Finset.mul_sum]
    refine Finset.sum_congr rfl fun n _ => ?_
    have hw : (N : ℝ) * fejer N n = N - n := by
      unfold fejer
      field_simp
    rw [chebyshev_cos, chebyshev_cos, mul_add (n : ℝ) a b, mul_sub (n : ℝ) a b,
      Real.cos_add, Real.cos_sub]
    linear_combination -(2 * Real.cos (n * a) * Real.cos (n * b)) * hw
  have h1 : 0 ≤ (N : ℝ) +
      2 * ∑ n ∈ Finset.Ico 1 N, ((N : ℝ) - n) * Real.cos (n * (a + b)) := by
    rw [fejer_sum_eq_squares N hN]
    positivity
  have h2 : 0 ≤ (N : ℝ) +
      2 * ∑ n ∈ Finset.Ico 1 N, ((N : ℝ) - n) * Real.cos (n * (a - b)) := by
    rw [fejer_sum_eq_squares N hN]
    positivity
  have hp : 0 ≤ 2 * (N : ℝ) * kernel (fejer N) N (Real.cos a) (Real.cos b) := by
    unfold kernel
    linarith
  by_contra h
  have := mul_neg_of_pos_of_neg (by positivity : 0 < 2 * (N : ℝ)) (not_le.mp h)
  linarith
```

For $x,y\in[-1,1]$ write $x=\cos a$ and $y=\cos b$; the two `obtain` lines do this with the arccosine. Since $2\cos na\cos nb=\cos n(a+b)+\cos n(a-b)$,
$$2N\,K(x,y)=2N+4\sum_{n=1}^{N-1}(N-n)\cos na\cos nb=F_N(a+b)+F_N(a-b)\ge 0,$$
and dividing by $2N>0$ gives $K\ge0$. The step `hsum` is the splitting of the products, while `h1` and `h2` are the two nonnegative terms.

It is not enough to restrict only one argument to the interval: for $N=2$, the point $x=2$, $y=-1$ gives $1+xy=-1$.

## From the kernel to the conductivity

```lean
/-- For a Hermitian velocity matrix the Kubo-Greenwood trace is the real double sum over
levels of `|v_ij|² K(E,ε_i) K(E,ε_j)`. -/
theorem conductivity_eq_sum {ι : Type*} [Fintype ι] [DecidableEq ι] (K : ℝ → ℝ → ℝ)
    {v : Matrix ι ι ℂ} (hv : v.IsHermitian) (ε : ι → ℝ) (E : ℝ) :
    conductivity K v ε E =
      ((∑ i, ∑ j, ‖v i j‖ ^ 2 * K E (ε i) * K E (ε j) : ℝ) : ℂ) := by
  unfold conductivity
  rw [Matrix.trace]
  push_cast
  refine Finset.sum_congr rfl fun i _ => ?_
  rw [Matrix.diag_apply, Matrix.mul_apply]
  refine Finset.sum_congr rfl fun j _ => ?_
  have h : v j i = star (v i j) := (hv.apply j i).symm
  have hn : v i j * star (v i j) = ((‖v i j‖ ^ 2 : ℝ) : ℂ) := by
    rw [Complex.star_def, Complex.mul_conj, Complex.normSq_eq_norm_sq]
  push_cast at hn
  rw [Matrix.mul_diagonal, Matrix.mul_diagonal, h]
  linear_combination ((K E (ε i) : ℂ) * (K E (ε j) : ℂ)) * hn
```

Here $K$ may be any real function. Writing out the trace gives
$$\sum_{i,j} v_{ij}\,K(E,\varepsilon_j)\,v_{ji}\,K(E,\varepsilon_i),$$
and Hermiticity, $v_{ji}=v_{ij}^*$, turns $v_{ij}v_{ji}$ into $|v_{ij}|^2$. In the code these two facts are `h` and `hn`. The outer `: ℂ` regards the real double sum as a complex number, so the equation also says that the trace has no imaginary part.

```lean
/-- With Fejér damping and `N ≥ 1` moments, the Kubo-Greenwood conductivity is nonnegative for
every Hermitian velocity matrix, if `E` and all levels lie in `[-1,1]`. -/
theorem conductivity_nonneg {ι : Type*} [Fintype ι] [DecidableEq ι] (N : ℕ) (hN : 1 ≤ N)
    {v : Matrix ι ι ℂ} (hv : v.IsHermitian) {ε : ι → ℝ} {E : ℝ}
    (hE : E ∈ Set.Icc (-1 : ℝ) 1) (hε : ∀ i, ε i ∈ Set.Icc (-1 : ℝ) 1) :
    0 ≤ (conductivity (kernel (fejer N) N) v ε E).re := by
  rw [conductivity_eq_sum _ hv, Complex.ofReal_re]
  exact Finset.sum_nonneg fun i _ => Finset.sum_nonneg fun j _ =>
    mul_nonneg (mul_nonneg (sq_nonneg _) (kernel_nonneg N hN hE (hε i)))
      (kernel_nonneg N hN hE (hε j))
```

This is the main result. If $N\ge1$, $v$ is Hermitian, and $E$ and all levels lie in $[-1,1]$, then
$$\sum_{i,j}|v_{ij}|^2K(E,\varepsilon_i)K(E,\varepsilon_j)\ge0 .$$
Every term is a product of nonnegative factors, and the proof says just that. The suffix `.re` takes the real part, because `conductivity` is complex by type. For non-interacting electrons with finitely many levels, all scaled into $[-1,1]$ together with $E$, cutting off the expansion therefore cannot make this conductivity negative when Fejér factors are used.

## Negative conductivity without damping

```lean
/-- The interlevel velocity matrix is Hermitian, and for levels `a` and `b` it gives the
conductivity `2 K(E,a) K(E,b)`. -/
theorem interlevel_conductivity (K : ℝ → ℝ → ℝ) (a b E : ℝ) :
    interlevel.IsHermitian ∧
      conductivity K interlevel ![a, b] E = ((2 * K E a * K E b : ℝ) : ℂ) := by
  have hv : interlevel.IsHermitian := by
    ext i j
    fin_cases i <;> fin_cases j <;> simp [interlevel]
  refine ⟨hv, ?_⟩
  rw [conductivity_eq_sum K hv]
  congr 1
  simp [interlevel, Fin.sum_univ_two]
  ring
```

The symbol `∧` means "and": the matrix is Hermitian, and for levels $a$ and $b$ the conductivity is $2K(E,a)K(E,b)$. Only the pairs $(0,1)$ and $(1,0)$ contribute, equally.

```lean
/-- Without damping, two moments and levels at `-e` and `e` give the interlevel conductivity
`2 (1 - 4 e⁴)` at the energy `e`. -/
theorem undamped_two_moments (e : ℝ) :
    conductivity (kernel (fun _ => 1) 2) interlevel ![-e, e] e =
      ((2 * (1 - 4 * e ^ 4) : ℝ) : ℂ) := by
  have hk : ∀ x y : ℝ, kernel (fun _ => 1) 2 x y = 1 + 2 * (x * y) := by
    intro x y
    have h : Finset.Ico 1 2 = {1} := rfl
    simp [kernel, h]
  rw [(interlevel_conductivity _ _ _ _).2, hk, hk]
  congr 1
  ring
```

This is the opening calculation, for any real $e$. The step `hk` reduces the kernel to $1+2xy$.

```lean
/-- The undamped cosine sum with `N ≥ 1` moments, multiplied by `sin (t/2)`, equals
`sin ((N - 1/2) t)`. -/
theorem dirichlet_sum (N : ℕ) (hN : 1 ≤ N) (t : ℝ) :
    Real.sin (t / 2) * (1 + 2 * ∑ n ∈ Finset.Ico 1 N, Real.cos (n * t)) =
      Real.sin (((N : ℝ) - 1 / 2) * t) := by
  induction N, hN using Nat.le_induction with
  | base =>
    have h : (((1 : ℕ) : ℝ) - 1 / 2) * t = t / 2 := by
      push_cast
      ring
    rw [h]
    simp
  | succ N hN ih =>
    have h1 : (((N + 1 : ℕ) : ℝ) - 1 / 2) * t = N * t + t / 2 := by
      push_cast
      ring
    have h2 : ((N : ℝ) - 1 / 2) * t = N * t - t / 2 := by ring
    rw [h2, Real.sin_sub] at ih
    rw [Finset.sum_Ico_succ_top hN, h1, Real.sin_add]
    linear_combination ih
```

The undamped cosine sum satisfies
$$\sin\tfrac t2\Big(1+2\sum_{n=1}^{N-1}\cos nt\Big)=\sin\big((N-\tfrac12)t\big).$$
For $N=1$ both sides are $\sin(t/2)$. Raising $N$ by one adds $2\sin\frac t2\cos Nt$ on the left, which equals $\sin((N+\frac12)t)-\sin((N-\frac12)t)$, the change on the right.

```lean
/-- Without damping, for every number `N ≥ 2` of moments there is an energy `E` strictly between
`-1` and `1` at which the two-level system with levels `E` and `1` and interlevel velocity has
a negative conductivity. -/
theorem undamped_negative (N : ℕ) (hN : 2 ≤ N) :
    ∃ E ∈ Set.Ioo (-1 : ℝ) 1,
      (conductivity (kernel (fun _ => 1) N) interlevel ![E, 1] E).re < 0 := by
  have hN' : (2 : ℝ) ≤ N := by exact_mod_cast hN
  have hpi := Real.pi_pos
  have hd : 0 < 4 * (N : ℝ) - 2 := by linarith
  obtain ⟨t, ht⟩ : ∃ t : ℝ, t = 5 * Real.pi / (4 * N - 2) := ⟨_, rfl⟩
  have hmul : t * (4 * N - 2) = 5 * Real.pi := (eq_div_iff hd.ne').mp ht
  have ht0 : 0 < t := by
    rw [ht]
    exact div_pos (by positivity) hd
  have htpi : t < Real.pi := by
    rw [ht, div_lt_iff₀ hd]
    nlinarith [mul_pos hpi (by linarith : 0 < 4 * (N : ℝ) - 7)]
  -- the kernel between cos t and the band edge is negative
  have hneg : kernel (fun _ => 1) N (Real.cos t) 1 < 0 := by
    have hk : kernel (fun _ => 1) N (Real.cos t) 1 =
        1 + 2 * ∑ n ∈ Finset.Ico 1 N, Real.cos (n * t) := by
      unfold kernel
      congr 2
      refine Finset.sum_congr rfl fun n _ => ?_
      have h := chebyshev_cos n 0
      rw [Real.cos_zero, mul_zero, Real.cos_zero] at h
      rw [chebyshev_cos, h, one_mul, mul_one]
    have hD := dirichlet_sum N (by omega) t
    have harg : ((N : ℝ) - 1 / 2) * t = Real.pi / 4 + Real.pi := by
      linear_combination hmul / 4
    rw [harg, Real.sin_add_pi, ← hk] at hD
    have hs : 0 < Real.sin (t / 2) :=
      Real.sin_pos_of_pos_of_lt_pi (by linarith) (by linarith)
    have hq : 0 < Real.sin (Real.pi / 4) :=
      Real.sin_pos_of_pos_of_lt_pi (by linarith) (by linarith)
    by_contra h
    have := mul_nonneg hs.le (not_lt.mp h)
    linarith
  -- the kernel at coinciding energies is positive
  have hpos : 0 < kernel (fun _ => 1) N (Real.cos t) (Real.cos t) := by
    unfold kernel
    have : 0 ≤ ∑ n ∈ Finset.Ico 1 N, (1 : ℝ) *
        ((Polynomial.Chebyshev.T ℝ (n : ℤ)).eval (Real.cos t) *
          (Polynomial.Chebyshev.T ℝ (n : ℤ)).eval (Real.cos t)) :=
      Finset.sum_nonneg fun n _ => mul_nonneg zero_le_one (mul_self_nonneg _)
    linarith
  refine ⟨Real.cos t, ⟨?_, ?_⟩, ?_⟩
  · have h := Real.cos_lt_cos_of_nonneg_of_le_pi ht0.le le_rfl htpi
    rwa [Real.cos_pi] at h
  · have h := Real.cos_lt_cos_of_nonneg_of_le_pi le_rfl htpi.le ht0
    rwa [Real.cos_zero] at h
  · rw [(interlevel_conductivity _ _ _ _).2, Complex.ofReal_re]
    exact mul_neg_of_pos_of_neg (by linarith) hneg

end

end KuboGreenwoodKernel
```

For every $N\ge2$ there is an energy $E$ with $-1<E<1$ such that the two-level system with levels $E$ and 1, probed at $E$, has a negative undamped conductivity. The system depends on $N$, since one of its levels is the energy found.

By hand, choose $t=5\pi/(4N-2)$ and $E=\cos t$. For $N\ge2$ we have $0<t\le5\pi/6<\pi$, so $E$ lies strictly inside the interval and $\sin(t/2)>0$. Because $T_n(1)=1$, the kernel $K(E,1)$ is the cosine sum above, and
$$\sin\tfrac t2\;K(E,1)=\sin\tfrac{5\pi}{4}=-\tfrac{1}{\sqrt2}<0 .$$
At coinciding energies, $K(E,E)=1+2\sum_{n=1}^{N-1} T_n(E)^2>0$. The conductivity $2K(E,E)K(E,1)$ is therefore negative. In the code these two signs are `hpos` and `hneg`, and the last lines place $\cos t$ between $-1$ and 1. For $N=2$ this gives $E=-\sqrt3/2$ and the conductivity $5(1-\sqrt3)\approx-3.66$.

With $N=1$ the kernel is constantly 1 and this system has conductivity 2, so the bound $N\ge2$ is sharp.

## The same sum in a kernel polynomial calculation

A kernel polynomial calculation shifts and scales $H$ so that its spectrum lies in $[-1,1]$, and then obtains the moments $\mu_{nm}=\mathrm{Tr}[v\,T_n(H)\,v\,T_m(H)]$ from the recursion $T_{n+1}(H)=2H\,T_n(H)-T_{n-1}(H)$, without diagonalising. With $g_0=1$, the conductivity is
$$\sum_{n,m=0}^{N-1}(2-\delta_{n0})(2-\delta_{m0})\,g_n g_m\,\mu_{nm}\,T_n(E)\,T_m(E),$$
which is the trace defined above, multiplied out. The damping factors enter only in this last sum, so they can be changed without recomputing the moments. The positivity theorem concerns the full trace, not an estimate of it from a few random vectors.

## Starting from a Hamiltonian matrix

The statement could also have started from a Hermitian matrix $H$ in an arbitrary basis, with $K(E,H)$ defined as a matrix polynomial. It would then speak directly about the matrices a program handles, and the condition on the levels would become one on the eigenvalues of $H$. The proof would need the spectral theorem as an additional step to reach the diagonal form that is used here from the start.

```lean
#print axioms KuboGreenwoodKernel.conductivity_nonneg
#print axioms KuboGreenwoodKernel.undamped_two_moments
#print axioms KuboGreenwoodKernel.undamped_negative
```

```
'KuboGreenwoodKernel.conductivity_nonneg' depends on axioms: [propext, Classical.choice, Quot.sound]
'KuboGreenwoodKernel.undamped_two_moments' depends on axioms: [propext, Classical.choice, Quot.sound]
'KuboGreenwoodKernel.undamped_negative' depends on axioms: [propext, Classical.choice, Quot.sound]
```
